# A lower bound on the nodes of the small radial Dirac component

For each bound orbital of a heavy atom, the radial Dirac equation gives a large component $P(r)$ and a small component $Q(r)$, and the nodes of $P$ help to identify the state. If $P$ has $n$ nodes, how many must $Q$ have?

```lean
import Mathlib

open Filter Topology Set

namespace RadialDiracNodes

noncomputable section

/-- The radial Dirac equation for the derivative of the large component `P`, on `r > 0`,
for nonzero `c`, with the rest energy subtracted from `E`. -/
def LargeEq (κ : ℤ) (c E : ℝ) (V P Q : ℝ → ℝ) : Prop :=
  ∀ r, 0 < r → HasDerivAt P (-(κ : ℝ) * P r / r + (E - V r + 2 * c ^ 2) * Q r / c) r

/-- The radial Dirac equation for the derivative of the small component `Q`, on `r > 0`,
for nonzero `c`. -/
def SmallEq (κ : ℤ) (c E : ℝ) (V P Q : ℝ → ℝ) : Prop :=
  ∀ r, 0 < r → HasDerivAt Q ((κ : ℝ) * Q r / r - (E - V r) * P r / c) r

/-- The reduced large component `r ^ κ * P r`, considered on `r > 0`. -/
def reduced (κ : ℤ) (P : ℝ → ℝ) (r : ℝ) : ℝ := r ^ κ * P r

variable {κ : ℤ} {c E : ℝ} {V P Q : ℝ → ℝ}

/-- If `P` obeys its radial equation, the centrifugal term drops out of the derivative of
`r ^ κ * P` at every `r > 0`, and only the term with `Q` remains. -/
theorem reduced_hasDerivAt (hP : LargeEq κ c E V P Q) {r : ℝ} (hr : 0 < r) :
    HasDerivAt (reduced κ P) (r ^ κ * ((E - V r + 2 * c ^ 2) * Q r / c)) r := by
  have h := (hasDerivAt_zpow κ r (Or.inl hr.ne')).fun_mul (hP r hr)
  refine h.congr_deriv ?_
  rw [zpow_sub_one₀ hr.ne']
  ring

/-- Rolle's theorem on a half-line: a function differentiable on `x > a` that tends to zero
at `a` from the right and at infinity has a critical point beyond `a`. -/
theorem rolle_half_line {f f' : ℝ → ℝ} {a : ℝ}
    (hf : ∀ x, a < x → HasDerivAt f (f' x) x)
    (ha : Tendsto f (𝓝[>] a) (𝓝 0)) (hinf : Tendsto f atTop (𝓝 0)) :
    ∃ x, a < x ∧ f' x = 0 := by
  -- the map t ↦ a - 1 + 1/t carries (0, 1) onto the half-line
  have hmap : ∀ t ∈ Ioo (0 : ℝ) 1, a < a - 1 + t⁻¹ := by
    intro t ht
    have := (one_lt_inv₀ ht.1).mpr ht.2
    linarith
  have h0 : Tendsto (fun t : ℝ => a - 1 + t⁻¹) (𝓝[>] 0) atTop :=
    tendsto_atTop_add_const_left _ _ tendsto_inv_nhdsGT_zero
  have h1 : Tendsto (fun t : ℝ => a - 1 + t⁻¹) (𝓝[<] 1) (𝓝[>] a) := by
    refine tendsto_nhdsWithin_iff.mpr ⟨?_, ?_⟩
    · have h : Tendsto (fun t : ℝ => a - 1 + t⁻¹) (𝓝 1) (𝓝 (a - 1 + (1 : ℝ)⁻¹)) :=
        tendsto_const_nhds.add (tendsto_inv₀ one_ne_zero)
      have e : a - 1 + (1 : ℝ)⁻¹ = a := by norm_num
      rw [e] at h
      exact h.mono_left nhdsWithin_le_nhds
    · filter_upwards [Ioo_mem_nhdsLT (zero_lt_one' ℝ)] with t ht
      exact hmap t ht
  obtain ⟨t, ht, hz⟩ := exists_hasDerivAt_eq_zero'
    (f := fun t : ℝ => f (a - 1 + t⁻¹))
    (f' := fun t : ℝ => f' (a - 1 + t⁻¹) * (-(t ^ 2)⁻¹))
    zero_lt_one (hinf.comp h0) (ha.comp h1)
    (fun t ht => (hf _ (hmap t ht)).comp t ((hasDerivAt_inv ht.1.ne').const_add (a - 1)))
  have hne : -(t ^ 2)⁻¹ ≠ 0 := neg_ne_zero.mpr (inv_ne_zero (pow_ne_zero 2 ht.1.ne'))
  exact ⟨_, hmap t ht, (mul_eq_zero.mp hz).resolve_right hne⟩

/-- Let `P` obey its radial equation with `c > 0` and `E - V + 2c²` nowhere zero on `r > 0`.
If `r ^ κ * P` tends to zero at `a ≥ 0` from the right and at infinity, then `Q` has a zero
beyond `a` that precedes every node of `P` beyond `a` in a given finite set `N`. -/
theorem next_node (hc : 0 < c) (hP : LargeEq κ c E V P Q)
    (hW : ∀ r, 0 < r → E - V r + 2 * c ^ 2 ≠ 0)
    (hinf : Tendsto (reduced κ P) atTop (𝓝 0))
    {N : Finset ℝ} (hN : ∀ z ∈ N, 0 < z ∧ P z = 0)
    {a : ℝ} (ha : 0 ≤ a) (hlim : Tendsto (reduced κ P) (𝓝[>] a) (𝓝 0)) :
    ∃ s, a < s ∧ Q s = 0 ∧ ∀ z ∈ N, a < z → s < z := by
  -- critical points of the reduced component are zeros of Q
  have hQ : ∀ r, 0 < r → r ^ κ * ((E - V r + 2 * c ^ 2) * Q r / c) = 0 → Q r = 0 := by
    intro r hr h
    have h1 := (mul_eq_zero.mp h).resolve_left (zpow_ne_zero κ hr.ne')
    have h2 := (div_eq_zero_iff.mp h1).resolve_right hc.ne'
    exact (mul_eq_zero.mp h2).resolve_left (hW r hr)
  by_cases h : (N.filter (fun z => a < z)).Nonempty
  · -- Rolle's theorem up to the nearest remaining node
    obtain ⟨hbN, hab⟩ := Finset.mem_filter.mp (Finset.min'_mem _ h)
    have hb := (reduced_hasDerivAt hP (hN _ hbN).1).continuousAt.tendsto
    have hb0 : reduced κ P ((N.filter (fun z => a < z)).min' h) = 0 := by
      unfold reduced
      rw [(hN _ hbN).2, mul_zero]
    rw [hb0] at hb
    obtain ⟨s, hs, hz⟩ := exists_hasDerivAt_eq_zero' hab hlim
      (hb.mono_left nhdsWithin_le_nhds)
      (fun x hx => reduced_hasDerivAt hP (ha.trans_lt hx.1))
    exact ⟨s, hs.1, hQ s (ha.trans_lt hs.1) hz, fun z hz haz =>
      hs.2.trans_le (Finset.min'_le _ _ (Finset.mem_filter.mpr ⟨hz, haz⟩))⟩
  · -- no node remains: Rolle's theorem on the half-line
    obtain ⟨s, hs, hz⟩ := rolle_half_line
      (fun x hx => reduced_hasDerivAt hP (ha.trans_lt hx)) hlim hinf
    exact ⟨s, hs, hQ s (ha.trans_lt hs) hz, fun z hz haz =>
      absurd ⟨z, Finset.mem_filter.mpr ⟨hz, haz⟩⟩ h⟩

/-- Let `P` obey its radial equation with `c > 0`, `E - V + 2c²` nowhere zero on `r > 0`, and
`r ^ κ * P → 0` at infinity. Then each node in a finite set of nodes of `P` is followed by a
zero of `Q` that comes before the next node in the set. -/
theorem nodes_interlace (hc : 0 < c) (hP : LargeEq κ c E V P Q)
    (hW : ∀ r, 0 < r → E - V r + 2 * c ^ 2 ≠ 0)
    (hinf : Tendsto (reduced κ P) atTop (𝓝 0))
    {N : Finset ℝ} (hN : ∀ z ∈ N, 0 < z ∧ P z = 0) :
    ∃ s : ℝ → ℝ, InjOn s N ∧
      ∀ z ∈ N, z < s z ∧ Q (s z) = 0 ∧ ∀ w ∈ N, z < w → s z < w := by
  have h : ∀ z ∈ N, ∃ s, z < s ∧ Q s = 0 ∧ ∀ w ∈ N, z < w → s < w := by
    intro z hz
    have hl := (reduced_hasDerivAt hP (hN z hz).1).continuousAt.tendsto
    have h0 : reduced κ P z = 0 := by
      unfold reduced
      rw [(hN z hz).2, mul_zero]
    rw [h0] at hl
    exact next_node hc hP hW hinf hN (hN z hz).1.le (hl.mono_left nhdsWithin_le_nhds)
  choose! s hs using h
  refine ⟨s, ?_, hs⟩
  intro x hx y hy hxy
  have hx' := hs x (Finset.mem_coe.mp hx)
  have hy' := hs y (Finset.mem_coe.mp hy)
  rcases lt_trichotomy x y with h | h | h
  · linarith [hx'.2.2 y (Finset.mem_coe.mp hy) h, hy'.1]
  · exact h
  · linarith [hy'.2.2 x (Finset.mem_coe.mp hx) h, hx'.1]

/-- Let `P` obey its radial equation with `c > 0`, `E - V + 2c²` nowhere zero on `r > 0`, and
`r ^ κ * P → 0` at infinity. If `P` has `n` distinct nodes, `Q` has at least `n`. -/
theorem small_component_nodes (hc : 0 < c) (hP : LargeEq κ c E V P Q)
    (hW : ∀ r, 0 < r → E - V r + 2 * c ^ 2 ≠ 0)
    (hinf : Tendsto (reduced κ P) atTop (𝓝 0))
    {N : Finset ℝ} (hN : ∀ z ∈ N, 0 < z ∧ P z = 0) :
    ∃ S : Finset ℝ, S.card = N.card ∧ ∀ s ∈ S, 0 < s ∧ Q s = 0 := by
  obtain ⟨s, hinj, hs⟩ := nodes_interlace hc hP hW hinf hN
  refine ⟨N.image s, Finset.card_image_of_injOn hinj, fun x hx => ?_⟩
  obtain ⟨z, hz, rfl⟩ := Finset.mem_image.mp hx
  exact ⟨(hN z hz).1.trans (hs z hz).1, (hs z hz).2.1⟩

/-- Let `P` obey its radial equation with `c > 0`, `E - V + 2c²` nowhere zero on `r > 0`, and
`r ^ κ * P → 0` both at infinity and at the origin. If `P` has `n` distinct nodes, `Q` has at
least `n + 1`. -/
theorem small_component_extra_node (hc : 0 < c) (hP : LargeEq κ c E V P Q)
    (hW : ∀ r, 0 < r → E - V r + 2 * c ^ 2 ≠ 0)
    (hinf : Tendsto (reduced κ P) atTop (𝓝 0))
    (hzero : Tendsto (reduced κ P) (𝓝[>] 0) (𝓝 0))
    {N : Finset ℝ} (hN : ∀ z ∈ N, 0 < z ∧ P z = 0) :
    ∃ S : Finset ℝ, S.card = N.card + 1 ∧ ∀ s ∈ S, 0 < s ∧ Q s = 0 := by
  obtain ⟨s, hinj, hs⟩ := nodes_interlace hc hP hW hinf hN
  -- the extra node lies before all listed nodes of P
  obtain ⟨t, ht, hQt, hlt⟩ := next_node hc hP hW hinf hN le_rfl hzero
  have hnot : t ∉ N.image s := by
    intro hmem
    obtain ⟨z, hz, hzt⟩ := Finset.mem_image.mp hmem
    linarith [hlt z hz (hN z hz).1, (hs z hz).1]
  refine ⟨insert t (N.image s), ?_, fun x hx => ?_⟩
  · rw [Finset.card_insert_of_notMem hnot, Finset.card_image_of_injOn hinj]
  · rcases Finset.mem_insert.mp hx with rfl | hx
    · exact ⟨ht, hQt⟩
    · obtain ⟨z, hz, rfl⟩ := Finset.mem_image.mp hx
      exact ⟨(hN z hz).1.trans (hs z hz).1, (hs z hz).2.1⟩

/-- For `κ > 0`, a large component that is bounded near the origin has `r ^ κ * P → 0`
there. -/
theorem reduced_tendsto_origin (hκ : 0 < κ) {M : ℝ}
    (hM : ∀ᶠ r in 𝓝[>] (0 : ℝ), |P r| ≤ M) :
    Tendsto (reduced κ P) (𝓝[>] 0) (𝓝 0) := by
  obtain ⟨m, rfl⟩ : ∃ m : ℕ, κ = (m : ℤ) + 1 := ⟨(κ - 1).toNat, by omega⟩
  have hlin : Tendsto (fun r : ℝ => r * M) (𝓝[>] 0) (𝓝 0) := by
    have h : Tendsto (fun r : ℝ => r * M) (𝓝 0) (𝓝 (0 * M)) :=
      tendsto_id.mul_const M
    rw [zero_mul] at h
    exact h.mono_left nhdsWithin_le_nhds
  refine squeeze_zero_norm' ?_ hlin
  filter_upwards [hM, Ioo_mem_nhdsGT (zero_lt_one' ℝ)] with r hr h01
  have hpow : r ^ ((m : ℤ) + 1) ≤ r := by
    rw [zpow_add_one₀ h01.1.ne', zpow_natCast]
    exact mul_le_of_le_one_left h01.1.le (pow_le_one₀ h01.1.le h01.2.le)
  unfold reduced
  rw [Real.norm_eq_abs, abs_mul, abs_of_pos (zpow_pos h01.1 _)]
  exact mul_le_mul hpow hr (abs_nonneg _) h01.1.le

/-- The radial function `r ^ γ * exp (-Z r)`, considered on `r > 0`. -/
def coulombP (Z γ r : ℝ) : ℝ := r ^ γ * Real.exp (-Z * r)

/-- For `c, Z, γ > 0` with `c²γ² = c² - Z²`, the Coulomb potential `-Z/r` has a solution of
both radial equations with `κ = -1` that meets the conditions of `small_component_nodes`,
and neither of its components has a node. -/
theorem coulomb_nodeless {c Z γ : ℝ} (hc : 0 < c) (hZ : 0 < Z) (hγ : 0 < γ)
    (h : c ^ 2 * γ ^ 2 = c ^ 2 - Z ^ 2) :
    LargeEq (-1) c (c ^ 2 * (γ - 1)) (fun r => -Z / r) (coulombP Z γ)
      (fun r => c * (γ - 1) / Z * coulombP Z γ r) ∧
    SmallEq (-1) c (c ^ 2 * (γ - 1)) (fun r => -Z / r) (coulombP Z γ)
      (fun r => c * (γ - 1) / Z * coulombP Z γ r) ∧
    (∀ r, 0 < r → c ^ 2 * (γ - 1) - -Z / r + 2 * c ^ 2 ≠ 0) ∧
    Tendsto (reduced (-1) (coulombP Z γ)) atTop (𝓝 0) ∧
    ∀ r, 0 < r → coulombP Z γ r ≠ 0 ∧ c * (γ - 1) / Z * coulombP Z γ r ≠ 0 := by
  have hd : ∀ r, 0 < r →
      HasDerivAt (coulombP Z γ) ((γ / r - Z) * coulombP Z γ r) r := by
    intro r hr
    have h1 := Real.hasDerivAt_rpow_const (x := r) (p := γ) (Or.inl hr.ne')
    have h2 : HasDerivAt (fun x : ℝ => Real.exp (-Z * x))
        (Real.exp (-Z * r) * (-Z * 1)) r := ((hasDerivAt_id r).const_mul (-Z)).exp
    refine (h1.fun_mul h2).congr_deriv ?_
    rw [Real.rpow_sub_one hr.ne']
    unfold coulombP
    ring
  refine ⟨fun r hr => ?_, fun r hr => ?_, fun r hr => ?_, ?_, fun r hr => ?_⟩
  · refine (hd r hr).congr_deriv ?_
    push_cast
    linear_combination (norm := (field_simp; ring)) (-(coulombP Z γ r / Z)) * h
  · refine ((hd r hr).const_mul (c * (γ - 1) / Z)).congr_deriv ?_
    push_cast
    linear_combination (norm := (field_simp; ring)) (coulombP Z γ r / (r * Z * c)) * h
  · have e : c ^ 2 * (γ - 1) - -Z / r + 2 * c ^ 2 = c ^ 2 * (γ + 1) + Z / r := by ring
    rw [e]
    positivity
  · refine (tendsto_rpow_mul_exp_neg_mul_atTop_nhds_zero (γ - 1) Z hZ).congr' ?_
    filter_upwards [eventually_gt_atTop (0 : ℝ)] with r hr
    rw [Real.rpow_sub_one hr.ne']
    simp only [reduced, coulombP, zpow_neg_one]
    ring
  · have hp : coulombP Z γ r ≠ 0 :=
      (mul_pos (Real.rpow_pos_of_pos hr γ) (Real.exp_pos _)).ne'
    have hg : γ - 1 ≠ 0 := by
      intro h1
      have h2 : γ = 1 := by linarith
      rw [h2] at h
      nlinarith [pow_pos hZ 2]
    exact ⟨hp, mul_ne_zero (div_ne_zero (mul_ne_zero hc.ne' hg) hZ.ne') hp⟩

end

end RadialDiracNodes
```

```lean
#print axioms RadialDiracNodes.small_component_nodes
-- 'RadialDiracNodes.small_component_nodes' depends on axioms: [propext, Classical.choice, Quot.sound]
#print axioms RadialDiracNodes.small_component_extra_node
-- 'RadialDiracNodes.small_component_extra_node' depends on axioms: [propext, Classical.choice, Quot.sound]
#print axioms RadialDiracNodes.reduced_tendsto_origin
-- 'RadialDiracNodes.reduced_tendsto_origin' depends on axioms: [propext, Classical.choice, Quot.sound]
#print axioms RadialDiracNodes.coulomb_nodeless
-- 'RadialDiracNodes.coulomb_nodeless' depends on axioms: [propext, Classical.choice, Quot.sound]
```

## At least $n$ nodes, or at least $n+1$

The electron moves in a spherical, local potential $V(r)$. In atomic units, with $c$ the speed of light, $E$ the energy without the rest energy and $\kappa$ the relativistic angular quantum number, the radial equations are

$$P'=-\frac{\kappa}{r}P+\frac{E-V+2c^2}{c}\,Q,\qquad Q'=\frac{\kappa}{r}Q-\frac{E-V}{c}\,P .$$

In Lean they are the predicates `LargeEq` and `SmallEq`, which require these derivatives at every $r>0$. The sign convention gives $\kappa=-1$ for $s_{1/2}$ and $\kappa=1$ for $p_{1/2}$. The type `ℤ` also admits $\kappa=0$, which belongs to no atomic orbital.

Both counting theorems assume the first equation, $c>0$, a factor $E-V+2c^2$ that vanishes nowhere on $r>0$, and $r^\kappa P\to0$ at infinity. They do not use the second equation. Continuity of $V$ is not a separate assumption, but a finite jump in $V$ at a point where $Q$ is continuous and nonzero is excluded: $P$ would have a kink there, while the first equation asks for a derivative at every $r>0$.

- `small_component_nodes`: if $P$ has $n$ distinct positive zeros, $Q$ has at least $n$.
- `small_component_extra_node`: if also $r^\kappa P\to0$ as $r\to0^+$, $Q$ has at least $n+1$.

The zeros of $P$ are listed in a finite set `N`, which need not contain all of them. The conclusion supplies a set `S` of positive zeros of $Q$ with `N.card` or `N.card + 1` elements. For an empty `N` the first theorem says nothing, while the second still gives one zero of $Q$. These are lower bounds, and $Q$ may have more zeros.

The function called `reduced` is $r^\kappa P$. In textbooks the "reduced radial function" is usually $P$ itself, the radial amplitude multiplied by $r$.

## What the conditions mean for an atom

The factor $E-V+2c^2$ is positive for an attractive potential, $V\le0$, and a bound-state energy above $-2c^2$. A strongly repulsive region could make it vanish. The condition at infinity holds for an exponentially decaying bound orbital, since the exponential outweighs any power of $r$.

The condition at the origin depends on the sign of $\kappa$. For $\kappa>0$ it is enough that $P$ stays bounded near $r=0$, which is the content of `reduced_tendsto_origin`. For $\kappa<0$ the factor $r^\kappa$ diverges, and $P$ would have to vanish faster than $r^{|\kappa|}$.

In relativistic density functional calculations with a spherical, local Kohn–Sham potential, the bounds offer a consistency check on each orbital: too few nodes in $Q$ point to a numerical fault or to a violated condition. The step left to the user is the one from exact radial functions to values on a finite grid, where the equation holds only approximately and close nodes can be missed.

## Critical points of $r^\kappa P$ are nodes of $Q$

Write $F=r^\kappa P$ and $W=E-V+2c^2$. The product rule and the first radial equation give

$$F'=\kappa r^{\kappa-1}P+r^\kappa\left(-\frac{\kappa}{r}P+\frac{W}{c}Q\right)=r^\kappa\,\frac{W}{c}\,Q .$$

The $\kappa/r$ terms cancel. Since $r^\kappa$, $W$ and $1/c$ are all nonzero, $F'(r)=0$ forces $Q(r)=0$.

Let $z_1<\dots<z_n$ be the listed nodes of $P$, which are also zeros of $F$. By Rolle's theorem $F'$ vanishes somewhere between each pair of neighbours, and this gives $n-1$ zeros of $Q$.

One more lies beyond $z_n$, because $F$ vanishes at $z_n$ and tends to zero at infinity. To apply Rolle's theorem on a half-line $x>a$, substitute

$$x=a-1+\frac1t,\qquad 0<t<1 .$$

As $t\to1^-$, $x\to a^+$; as $t\to0^+$, $x\to\infty$. The function $g(t)=F(a-1+1/t)$ therefore tends to zero at both ends of $(0,1)$, and at some $t$

$$0=g'(t)=-\frac{1}{t^2}\,F'(x).$$

Hence $F'(x)=0$ at some $x>a$. With $a=z_n$ this brings the count to $n$.

If $F\to0$ at the origin as well, the same argument on $(0,z_1)$ gives a further zero of $Q$ before every listed node of $P$. When $n=0$, the interval is $(0,\infty)$. The intervals are disjoint, so all these zeros are distinct.

## The same argument in Lean

`reduced_hasDerivAt` is the cancellation: it differentiates the product, rewrites $r^{\kappa-1}$ as $r^\kappa/r$ and lets `ring` collect terms. `rolle_half_line` carries out the substitution. It calls Mathlib's `exists_hasDerivAt_eq_zero'`, a form of Rolle's theorem that needs only equal one-sided limits at the ends of an open interval.

`next_node` treats one interval at a time. From a starting point $a\ge0$ at which $F\to0$ from the right, it selects the listed nodes beyond $a$. If there are any, `min'` picks the nearest and ordinary Rolle applies up to it; if there are none, the half-line version applies. Either way $Q$ has a zero beyond $a$ and before every listed node that lies beyond $a$.

`nodes_interlace` uses this at each listed node $z$, and `choose!` collects the resulting zeros into a function `s`. The function is injective on `N`: for listed nodes $x<y$, one has $s(x)<y<s(y)$. The image of `N` under `s` is then the set required by `small_component_nodes`. For the extra node, `next_node` starts at $a=0$ and returns a zero $t$ with $t<z<s(z)$ for every listed $z$, so $t$ is not in that image and can be added to it.

## Without the origin condition: the hydrogen-like ground state

Take $V=-Z/r$ with $Z>0$, $\kappa=-1$, and $\gamma>0$ satisfying $c^2\gamma^2=c^2-Z^2$. This requires $Z<c$ and gives $\gamma<1$. Set

$$P=r^\gamma e^{-Zr},\qquad Q=\frac{c(\gamma-1)}{Z}P,\qquad E=c^2(\gamma-1).$$

Here $P'=(\gamma/r-Z)P$. The right-hand side of the first radial equation is

$$\left[\frac1r+\frac{\gamma-1}{Z}\left(c^2(\gamma+1)+\frac Zr\right)\right]P=\left[\frac{\gamma}{r}+\frac{c^2(\gamma^2-1)}{Z}\right]P=\left(\frac\gamma r-Z\right)P .$$

In the second equation, the two sides differ by $\left[c(\gamma^2-1)/(Zr)+Z/(cr)\right]P$, which is zero by the same relation. In `coulomb_nodeless` both checks are done by `linear_combination`, with a multiple of the hypothesis `h`.

The functions are unnormalised; multiplying both by

$$\left[\frac{(1+\gamma)(2Z)^{2\gamma+1}}{2\,\Gamma(2\gamma+1)}\right]^{1/2}$$

gives $\int_0^\infty(P^2+Q^2)\,dr=1$.

The factor $E-V+2c^2=c^2(\gamma+1)+Z/r$ is positive, and $r^{-1}P=r^{\gamma-1}e^{-Zr}$ tends to zero at infinity. Neither component has a node, so with $n=0$ the bound $n+1$ fails. What is missing is the condition at the origin, where $r^{\gamma-1}$ diverges. Since $P$ itself does tend to zero there, asking only for $P\to0$ at the origin would not secure the extra node.
